# The closed form of the spherical Bessel function j₂ near zero: the limit 1/15 of j₂(x)/x² and a cancellation that grows as 45/x⁴

At $x=0.1$ the closed form $j_2(x)=\left(\frac{3}{x^3}-\frac1x\right)\sin x-\frac{3\cos x}{x^2}$ subtracts $298.50125$ from $298.50192$ and leaves about $0.00067$. The Lean file below proves how small the remainder is as $x\to0^+$, and how large each of the two terms is compared with it.

```lean
import Mathlib

open Filter Topology

namespace SphericalBesselTwo

noncomputable section

/-- The sine term `(3/x³ - 1/x) sin x` of the closed form of `j₂`, for `x ≠ 0`. -/
def sinTerm (x : ℝ) : ℝ := (3 / x ^ 3 - 1 / x) * Real.sin x

/-- The cosine term `3 cos x / x²` of the closed form of `j₂`, for `x ≠ 0`. -/
def cosTerm (x : ℝ) : ℝ := 3 * Real.cos x / x ^ 2

/-- The spherical Bessel function `j₂` in closed form, for `x ≠ 0`: the sine term minus the
cosine term. -/
def j2 (x : ℝ) : ℝ := sinTerm x - cosTerm x

/-- A differentiable function that vanishes at the origin and has a non-negative derivative
at all `x ≥ 0` is non-negative for `x ≥ 0`. -/
theorem nonneg_of_deriv {f f' : ℝ → ℝ} (hd : ∀ y, HasDerivAt f (f' y) y) (h0 : f 0 = 0)
    (hp : ∀ y, 0 ≤ y → 0 ≤ f' y) {x : ℝ} (hx : 0 ≤ x) : 0 ≤ f x := by
  have hdiff : Differentiable ℝ f := fun y => (hd y).differentiableAt
  have mono : MonotoneOn f (Set.Ici 0) := by
    refine monotoneOn_of_deriv_nonneg (convex_Ici 0) hdiff.continuous.continuousOn
      hdiff.differentiableOn ?_
    intro y hy
    rw [interior_Ici] at hy
    rw [(hd y).deriv]
    exact hp y (le_of_lt hy)
  have h := mono (Set.mem_Ici.2 le_rfl) (Set.mem_Ici.2 hx) hx
  rwa [h0] at h

/-- For `x ≥ 0` the sine is at least its Taylor polynomial of third order. -/
theorem sub_cube_le_sin {x : ℝ} (hx : 0 ≤ x) : x - x ^ 3 / 6 ≤ Real.sin x := by
  have hd : ∀ y : ℝ, HasDerivAt (fun x : ℝ => Real.sin x - x + x ^ 3 / 6)
      (Real.cos y - 1 + y ^ 2 / 2) y := by
    intro y
    have p3 : HasDerivAt (fun x : ℝ => x ^ 3) (3 * y ^ 2) y := by
      simpa using hasDerivAt_pow 3 y
    exact (((Real.hasDerivAt_sin y).fun_sub (hasDerivAt_id' y)).fun_add
      (p3.div_const 6)).congr_deriv (by ring)
  have h := nonneg_of_deriv hd (by simp)
    (fun y _ => by linarith [Real.one_sub_sq_div_two_le_cos (x := y)]) hx
  linarith

/-- For `x ≥ 0` the combination `sin x - x cos x` lies between `x³/3 - x⁵/30` and `x³/3`. -/
theorem sin_sub_mul_cos_bounds {x : ℝ} (hx : 0 ≤ x) :
    x ^ 3 / 3 - x ^ 5 / 30 ≤ Real.sin x - x * Real.cos x ∧
      Real.sin x - x * Real.cos x ≤ x ^ 3 / 3 := by
  have p3 : ∀ y : ℝ, HasDerivAt (fun x : ℝ => x ^ 3) (3 * y ^ 2) y := fun y => by
    simpa using hasDerivAt_pow 3 y
  have p5 : ∀ y : ℝ, HasDerivAt (fun x : ℝ => x ^ 5) (5 * y ^ 4) y := fun y => by
    simpa using hasDerivAt_pow 5 y
  -- the derivative of the combination is `y sin y`
  have hS : ∀ y : ℝ, HasDerivAt (fun x : ℝ => Real.sin x - x * Real.cos x)
      (y * Real.sin y) y := fun y =>
    ((Real.hasDerivAt_sin y).fun_sub
      ((hasDerivAt_id' y).fun_mul (Real.hasDerivAt_cos y))).congr_deriv (by ring)
  have lo := nonneg_of_deriv
    (fun y => (hS y).fun_sub (((p3 y).div_const 3).fun_sub ((p5 y).div_const 30))) (by simp)
    (fun y hy => by nlinarith [mul_nonneg hy (sub_nonneg.2 (sub_cube_le_sin hy))]) hx
  have hi := nonneg_of_deriv (fun y => ((p3 y).div_const 3).fun_sub (hS y)) (by simp)
    (fun y hy => by nlinarith [mul_nonneg hy (sub_nonneg.2 (Real.sin_le hy))]) hx
  constructor <;> linarith

/-- For `x ≥ 0` the numerator `x³ j₂(x)`, written without denominators, lies between
`x⁵/15 - x⁷/210` and `x⁵/15`. -/
theorem numerator_bounds {x : ℝ} (hx : 0 ≤ x) :
    x ^ 5 / 15 - x ^ 7 / 210 ≤ 3 * (Real.sin x - x * Real.cos x) - x ^ 2 * Real.sin x ∧
      3 * (Real.sin x - x * Real.cos x) - x ^ 2 * Real.sin x ≤ x ^ 5 / 15 := by
  have p2 : ∀ y : ℝ, HasDerivAt (fun x : ℝ => x ^ 2) (2 * y) y := fun y => by
    simpa using hasDerivAt_pow 2 y
  have p5 : ∀ y : ℝ, HasDerivAt (fun x : ℝ => x ^ 5) (5 * y ^ 4) y := fun y => by
    simpa using hasDerivAt_pow 5 y
  have p7 : ∀ y : ℝ, HasDerivAt (fun x : ℝ => x ^ 7) (7 * y ^ 6) y := fun y => by
    simpa using hasDerivAt_pow 7 y
  -- the derivative of the numerator is `y (sin y - y cos y)`
  have hN : ∀ y : ℝ, HasDerivAt
      (fun x : ℝ => 3 * (Real.sin x - x * Real.cos x) - x ^ 2 * Real.sin x)
      (y * (Real.sin y - y * Real.cos y)) y := fun y =>
    ((((Real.hasDerivAt_sin y).fun_sub
      ((hasDerivAt_id' y).fun_mul (Real.hasDerivAt_cos y))).const_mul 3).fun_sub
      ((p2 y).fun_mul (Real.hasDerivAt_sin y))).congr_deriv (by ring)
  have lo := nonneg_of_deriv
    (fun y => (hN y).fun_sub (((p5 y).div_const 15).fun_sub ((p7 y).div_const 210))) (by simp)
    (fun y hy => by
      nlinarith [mul_nonneg hy (sub_nonneg.2 (sin_sub_mul_cos_bounds hy).1)]) hx
  have hi := nonneg_of_deriv (fun y => ((p5 y).div_const 15).fun_sub (hN y)) (by simp)
    (fun y hy => by
      nlinarith [mul_nonneg hy (sub_nonneg.2 (sin_sub_mul_cos_bounds hy).2)]) hx
  constructor <;> linarith

/-- For every `x > 0`, `j₂(x)` lies between `x²/15 - x⁴/210` and `x²/15`. -/
theorem j2_bounds {x : ℝ} (hx : 0 < x) :
    x ^ 2 / 15 - x ^ 4 / 210 ≤ j2 x ∧ j2 x ≤ x ^ 2 / 15 := by
  have e : j2 x =
      (3 * (Real.sin x - x * Real.cos x) - x ^ 2 * Real.sin x) / x ^ 3 := by
    unfold j2 sinTerm cosTerm
    field_simp
    ring
  have h := numerator_bounds hx.le
  have h3 : 0 < x ^ 3 := by positivity
  rw [e, le_div_iff₀ h3, div_le_iff₀ h3]
  constructor
  · nlinarith [h.1]
  · nlinarith [h.2]

/-- `j₂(x)` is positive for `x > 0` with `x² < 14`. -/
theorem j2_pos {x : ℝ} (hx : 0 < x) (h14 : x ^ 2 < 14) : 0 < j2 x := by
  have h2 : 0 < x ^ 2 := by positivity
  nlinarith [(j2_bounds hx).1, mul_pos h2 (sub_pos.2 h14)]

/-- As `x` tends to `0` from above, `j₂(x)/x²` tends to `1/15`. -/
theorem tendsto_j2_div_sq : Tendsto (fun x => j2 x / x ^ 2) (𝓝[>] 0) (𝓝 (1 / 15)) := by
  have hc : Continuous (fun x : ℝ => 1 / 15 - x ^ 2 / 210) := by fun_prop
  have hlow := (hc.tendsto' 0 (1 / 15) (by norm_num)).mono_left
    (nhdsWithin_le_nhds (s := Set.Ioi 0))
  refine tendsto_of_tendsto_of_tendsto_of_le_of_le' hlow tendsto_const_nhds ?_ ?_
  · filter_upwards [self_mem_nhdsWithin] with x hx
    have hx' : 0 < x := hx
    rw [le_div_iff₀ (by positivity)]
    nlinarith [(j2_bounds hx').1]
  · filter_upwards [self_mem_nhdsWithin] with x hx
    have hx' : 0 < x := hx
    rw [div_le_iff₀ (by positivity)]
    nlinarith [(j2_bounds hx').2]

/-- As `x` tends to `0` from above, `x⁴` times the ratio of the cosine term to `j₂(x)` tends
to `45`. -/
theorem tendsto_cosTerm_ratio :
    Tendsto (fun x => x ^ 4 * (cosTerm x / j2 x)) (𝓝[>] 0) (𝓝 45) := by
  have hc : Continuous (fun x : ℝ => 3 * Real.cos x) := by fun_prop
  have hcos := (hc.tendsto' 0 3 (by simp)).mono_left (nhdsWithin_le_nhds (s := Set.Ioi 0))
  have h := hcos.div tendsto_j2_div_sq (by norm_num)
  rw [show (45 : ℝ) = 3 / (1 / 15) by norm_num]
  refine h.congr' ?_
  filter_upwards [Ioo_mem_nhdsGT (show (0 : ℝ) < 1 by norm_num)] with x hx
  have hx0 : x ≠ 0 := hx.1.ne'
  have hj : j2 x ≠ 0 := (j2_pos hx.1 (by nlinarith [hx.1, hx.2])).ne'
  simp only [Pi.div_apply, cosTerm]
  field_simp

/-- As `x` tends to `0` from above, `x⁴` times the ratio of the sine term to `j₂(x)` tends
to `45`. -/
theorem tendsto_sinTerm_ratio :
    Tendsto (fun x => x ^ 4 * (sinTerm x / j2 x)) (𝓝[>] 0) (𝓝 45) := by
  have hc : Continuous (fun x : ℝ => x ^ 4) := by fun_prop
  have h4 := (hc.tendsto' 0 0 (by simp)).mono_left (nhdsWithin_le_nhds (s := Set.Ioi 0))
  have h := h4.add tendsto_cosTerm_ratio
  rw [zero_add] at h
  refine h.congr' ?_
  filter_upwards [Ioo_mem_nhdsGT (show (0 : ℝ) < 1 by norm_num)] with x hx
  have hj : j2 x ≠ 0 := (j2_pos hx.1 (by nlinarith [hx.1, hx.2])).ne'
  -- the sine term is the small result plus the cosine term
  have e : sinTerm x = j2 x + cosTerm x := by unfold j2; ring
  rw [e, add_div, div_self hj]
  ring

/-- If the sine and cosine terms carry fixed relative errors `ε` and `δ`, then `x⁴` times the
relative error of their difference tends to `45 (ε - δ)` as `x` tends to `0` from above. -/
theorem tendsto_relative_error (ε δ : ℝ) :
    Tendsto (fun x => x ^ 4 *
      (((1 + ε) * sinTerm x - (1 + δ) * cosTerm x - j2 x) / j2 x))
      (𝓝[>] 0) (𝓝 (45 * (ε - δ))) := by
  have h := (tendsto_sinTerm_ratio.const_mul ε).sub (tendsto_cosTerm_ratio.const_mul δ)
  rw [show 45 * (ε - δ) = ε * 45 - δ * 45 by ring]
  refine h.congr fun x => ?_
  -- the exact parts cancel and only the two errors remain
  have e : (1 + ε) * sinTerm x - (1 + δ) * cosTerm x - j2 x
      = ε * sinTerm x - δ * cosTerm x := by unfold j2; ring
  rw [e]
  ring

end

end SphericalBesselTwo
```

```lean
#print axioms SphericalBesselTwo.nonneg_of_deriv
-- 'SphericalBesselTwo.nonneg_of_deriv' depends on axioms: [propext, Classical.choice, Quot.sound]
#print axioms SphericalBesselTwo.tendsto_relative_error
-- 'SphericalBesselTwo.tendsto_relative_error' depends on axioms: [propext, Classical.choice, Quot.sound]
```

## Two large terms and their small difference

Write $s(x)=(3/x^3-1/x)\sin x$ for the sine term and $c(x)=3\cos x/x^2$ for the cosine term. In the file these are `sinTerm` and `cosTerm`, and `j2` is defined as their difference, $j_2=s-c$. All three are functions from the real numbers to the real numbers. Lean assigns them some value at $x=0$ too, but every statement about them concerns only $x>0$.

The symbol `𝓝[>] 0` means that $x$ approaches zero through positive values, and `Tendsto … (𝓝 45)` says that the expression tends to 45. With this reading, the theorems about $j_2$ are as follows.

- `j2_bounds`: for every $x>0$,
$$\frac{x^2}{15}-\frac{x^4}{210}\le j_2(x)\le\frac{x^2}{15}.$$
- `j2_pos`: if $x>0$ and $x^2<14$, then $j_2(x)>0$.
- `tendsto_j2_div_sq`: $j_2(x)/x^2\to 1/15$.
- `tendsto_cosTerm_ratio` and `tendsto_sinTerm_ratio`: both $x^4\,c(x)/j_2(x)$ and $x^4\,s(x)/j_2(x)$ tend to $45$.
- `tendsto_relative_error`: for any fixed real $\varepsilon$ and $\delta$,
$$x^4\,\frac{(1+\varepsilon)s(x)-(1+\delta)c(x)-j_2(x)}{j_2(x)}\to45(\varepsilon-\delta).$$

The positivity result ensures that the ratios near the origin have a non-zero denominator. The condition $x^2<14$ is sufficient for this; the theorem says nothing about the sign of $j_2$ at larger arguments.

## Angular momentum two and the relative error of the closed form

The function $j_2(kr)$ is the regular radial solution for a free particle with wave number $k$ and angular momentum $l=2$, and it multiplies the $l=2$ spherical harmonics in the expansion of a plane wave. Its quadratic start, $j_2(x)\approx x^2/15$, reflects the centrifugal barrier, which keeps the $l=2$ component away from the origin. The file takes the closed form as the definition of $j_2$ and does not derive it from the radial equation.

The numbers $\varepsilon$ and $\delta$ stand for the relative errors with which the two terms are available before they are subtracted. The last theorem says that a mismatch between them is amplified by a factor that behaves as $45/x^4$. If both terms carry the same relative error, the limit is zero, because a common factor $1+\varepsilon$ merely rescales $j_2$.

For electronic structure the result bears on $l=2$ radial transforms at small argument, within a model in which the relative errors are constants and the subtraction itself adds none. Rounding errors in a computer change from one $x$ to the next, so for them the factor $45/x^4$ gives a scale and not a prediction of each individual error.

## Three integrations from the cosine to j₂

The Taylor series show where the cancellation comes from. Up to terms of order $x^4$,
$$s(x)=\frac{3}{x^2}-\frac32+\frac{23x^2}{120}+\cdots,\qquad c(x)=\frac{3}{x^2}-\frac32+\frac{x^2}{8}+\cdots.$$
The first two orders agree, and the third leaves $\frac{23}{120}-\frac{15}{120}=\frac1{15}$. The proof replaces the series by inequalities, which also hold far from the origin.

The tool is `nonneg_of_deriv`: if $f(0)=0$ and $f'(y)\ge0$ for all $y\ge0$, then $f(x)\ge0$ for all $x\ge0$. In Lean, the sign of the derivative makes $f$ monotone on $[0,\infty)$ through `monotoneOn_of_deriv_nonneg`, and comparing $f(x)$ with $f(0)$ finishes the argument. Each use of this lemma amounts to integrating an inequality from $0$ to $x$.

**The sine.** Take $f(x)=\sin x-x+x^3/6$. Its derivative is $\cos x-1+x^2/2$, which is non-negative because $\cos x\ge1-x^2/2$, an inequality that Mathlib supplies. Hence $\sin x\ge x-x^3/6$ for $x\ge0$, which is `sub_cube_le_sin`.

**The first combination.** Let $S(x)=\sin x-x\cos x$. The product rule gives
$$S'(x)=\cos x-\cos x+x\sin x=x\sin x.$$
For $x\ge0$ we have $x-x^3/6\le\sin x\le x$, so multiplication by $x$ gives
$$x^2-\frac{x^4}{6}\le S'(x)\le x^2.$$
Since $S(0)=0$, integration yields
$$\frac{x^3}{3}-\frac{x^5}{30}\le S(x)\le\frac{x^3}{3}.$$
This is `sin_sub_mul_cos_bounds`. There `hS` records the derivative, `lo` and `hi` apply the integration lemma to the differences between $S$ and its two bounds, and `nlinarith` checks the signs of their derivatives using the product of $y\ge0$ with a sine inequality.

**The numerator.** Let $N(x)=3S(x)-x^2\sin x$. Then
$$N'(x)=3x\sin x-2x\sin x-x^2\cos x=x\,S(x),$$
so the bounds on $S$ give
$$\frac{x^4}{3}-\frac{x^6}{30}\le N'(x)\le\frac{x^4}{3}.$$
Since $N(0)=0$, a further integration gives
$$\frac{x^5}{15}-\frac{x^7}{210}\le N(x)\le\frac{x^5}{15}.$$
The lemma `numerator_bounds` has the same structure as the previous one, with `hN` holding the identity $N'=xS$.

**Division.** For $x>0$,
$$j_2(x)=\frac{3\sin x-x^2\sin x-3x\cos x}{x^3}=\frac{N(x)}{x^3}.$$
In `j2_bounds` this identity is called `e` and is proved by `field_simp` and `ring`. Dividing the bounds on $N$ by $x^3>0$ gives the bounds on $j_2$. The lower one equals $x^2(14-x^2)/210$, which is positive when $x^2<14$, and this is `j2_pos`.

## From the bounds to 1/15 and 45

Dividing the bounds on $j_2$ by $x^2$ gives
$$\frac1{15}-\frac{x^2}{210}\le\frac{j_2(x)}{x^2}\le\frac1{15}.$$
Both sides tend to $1/15$, so the middle does as well. The Lean proof obtains the limit of the lower side from continuity and then applies the squeeze theorem.

For the cosine term, the powers of $x$ rearrange to
$$x^4\,\frac{c(x)}{j_2(x)}=\frac{3\cos x}{j_2(x)/x^2}\longrightarrow\frac{3}{1/15}=45.$$
The proof of `tendsto_cosTerm_ratio` first takes the limit of the right-hand quotient. It then uses `congr'` to pass to the left-hand side, for which it is enough that the two agree on $0<x<1$. There $x^2<14$, so `j2_pos` guarantees that the denominator is not zero.

The sine term needs no separate estimate. Since $s=j_2+c$,
$$x^4\,\frac{s(x)}{j_2(x)}=x^4+x^4\,\frac{c(x)}{j_2(x)}\longrightarrow0+45.$$

In the error formula the error-free parts cancel, because $s-c-j_2=0$. What remains is
$$x^4\,\frac{\varepsilon\,s(x)-\delta\,c(x)}{j_2(x)}=\varepsilon\,x^4\frac{s(x)}{j_2(x)}-\delta\,x^4\frac{c(x)}{j_2(x)}\longrightarrow45\varepsilon-45\delta.$$
In Lean, `const_mul` and `sub` combine the two known limits, and the identity `e` carries out the cancellation.

## A d-channel radial transform at small wave number

Consider the transform of a radial function $f(r)$ in the $l=2$ channel, such as the radial part of a d-type projector in a plane-wave calculation:
$$F(q)=\int_0^\infty r^2\,j_2(qr)\,f(r)\,dr.$$
Here $q$ is the length of a wave vector. Suppose that $f$ extends over a few bohr and that $q=10^{-3}$ inverse bohr. Then every argument $x=qr$ that contributes is at most a few thousandths, and the whole integral lies in the region of strong cancellation.

In double precision the relative rounding unit is about $1.1\times10^{-16}$. If $\varepsilon-\delta$ has this size, the amplified relative error is roughly $5\times10^{-15}/x^4$:

| $x$ | relative error of the closed form |
|---|---|
| $10^{-1}$ | $5\times10^{-11}$ |
| $10^{-2}$ | $5\times10^{-7}$ |
| $10^{-3}$ | $5\times10^{-3}$ |

At $r=1$ bohr in this example, the closed form is therefore uncertain by about half a percent. The single term $x^2/15$ does much better: by `j2_bounds` it exceeds $j_2(x)$ by at most $x^4/210$, which is a fraction $x^2/14$ of the term itself, or about $7\times10^{-8}$ at $x=10^{-3}$.

A routine can therefore use the power series below some threshold and the closed form above it. With only the term $x^2/15$, the two error estimates meet near $x=0.006$. With $x^2/15-x^4/210$, whose relative error is about $x^4/504$ by the next term of the series, they meet near $x=0.035$. Each further term moves the crossing to a larger argument, where the closed form has lost fewer digits.
